# For a projector other than zero and the identity, the quasi-optimality constants are exactly its norm bounds

Let `P` be a linear projector, possibly oblique, on a complex inner product space of any dimension, and let it be neither zero nor the identity. The theorem `quasi_optimality_iff` says that a real number c satisfies ‖x − Px‖ ≤ c‖x − y‖ for every vector x and every y in the range of `P` exactly when ‖Pz‖ ≤ c‖z‖ for every z. The vectors need not be normalised; for a unit vector z the second condition reads ‖Pz‖ ≤ c. From left to right, the attempt takes y = 0 to bound the complementary projector 1 − P, then applies `complement_bound` to that projector to get the bound on `P`; the converse is the earlier theorem `quasi_optimality`.

In Lean, a first try:

```lean
import Mathlib

open Finset

namespace ObliqueProjector

noncomputable section

variable {E : Type*} [NormedAddCommGroup E] [InnerProductSpace ℂ E]

/-- A nonzero vector divided by its length and multiplied by `r ≥ 0` has length `r`. -/
theorem norm_rescale {u : E} (hu : u ≠ 0) {r : ℝ} (hr : 0 ≤ r) :
    ‖((r / ‖u‖ : ℝ) : ℂ) • u‖ = r := by
  rw [norm_smul, Complex.norm_real, Real.norm_of_nonneg (div_nonneg hr (norm_nonneg u)),
    div_mul_cancel₀ _ (norm_ne_zero_iff.mpr hu)]

/-- Exchanging the lengths of two nonzero vectors, while keeping their directions, does not
change the length of their sum. -/
theorem norm_exchange_add {u v : E} (hu : u ≠ 0) (hv : v ≠ 0) :
    ‖((‖v‖ / ‖u‖ : ℝ) : ℂ) • u + ((‖u‖ / ‖v‖ : ℝ) : ℂ) • v‖ = ‖u + v‖ := by
  have hu' : ‖u‖ ≠ 0 := norm_ne_zero_iff.mpr hu
  have hv' : ‖v‖ ≠ 0 := norm_ne_zero_iff.mpr hv
  have hab : ((‖v‖ / ‖u‖ : ℝ) : ℂ) * ((‖u‖ / ‖v‖ : ℝ) : ℂ) = 1 := by
    rw [← Complex.ofReal_mul, div_mul_div_cancel₀ hu', div_self hv', Complex.ofReal_one]
  -- the two scale factors are real and cancel in the overlap
  have hin : inner ℂ (((‖v‖ / ‖u‖ : ℝ) : ℂ) • u) (((‖u‖ / ‖v‖ : ℝ) : ℂ) • v)
      = inner ℂ u v := by
    rw [inner_smul_left, inner_smul_right, Complex.conj_ofReal, ← mul_assoc, hab, one_mul]
  have hsq : ‖((‖v‖ / ‖u‖ : ℝ) : ℂ) • u + ((‖u‖ / ‖v‖ : ℝ) : ℂ) • v‖ ^ 2
      = ‖u + v‖ ^ 2 := by
    rw [norm_add_sq (𝕜 := ℂ), norm_add_sq (𝕜 := ℂ), hin,
      norm_rescale hu (norm_nonneg v), norm_rescale hv (norm_nonneg u)]
    ring
  exact (sq_eq_sq₀ (norm_nonneg _) (norm_nonneg _)).mp hsq

/-- Any bound on a nonzero oblique projector also bounds the complementary projector. -/
theorem complement_bound {P : E →ₗ[ℂ] E} {c : ℝ} (hP : ∀ z, P (P z) = P z) (h0 : P ≠ 0)
    (hc : ∀ z, ‖P z‖ ≤ c * ‖z‖) (z : E) : ‖z - P z‖ ≤ c * ‖z‖ := by
  -- a nonzero projector fixes some nonzero vector, so the bound is at least one
  have h1 : 1 ≤ c := by
    obtain ⟨t, ht⟩ : ∃ t, P t ≠ 0 := by
      by_contra h
      exact h0 (LinearMap.ext fun t => by
        by_contra ht
        exact h ⟨t, ht⟩)
    have h := hc (P t)
    rw [hP] at h
    have hpos : 0 < ‖P t‖ := norm_pos_iff.mpr ht
    by_contra hlt
    nlinarith [not_le.mp hlt]
  by_cases hu : P z = 0
  · rw [hu, sub_zero]
    nlinarith [norm_nonneg z]
  by_cases hv : z - P z = 0
  · rw [hv, norm_zero]
    exact mul_nonneg (by linarith) (norm_nonneg z)
  -- apply the bound to the vector with exchanged component lengths
  have hw := norm_exchange_add hu hv
  have hsum : P z + (z - P z) = z := by abel
  rw [hsum] at hw
  have hPv : P (z - P z) = 0 := by rw [P.map_sub, hP, sub_self]
  have h := hc (((‖z - P z‖ / ‖P z‖ : ℝ) : ℂ) • P z
    + ((‖P z‖ / ‖z - P z‖ : ℝ) : ℂ) • (z - P z))
  rw [hw, P.map_add, P.map_smul, P.map_smul, hP, hPv, smul_zero, add_zero,
    norm_rescale hu (norm_nonneg _)] at h
  exact h

/-- Quasi-optimality of a nonzero projector: the error of the projected vector is at most `c` times
the error of any vector in the range, where `c` bounds the projector. -/
theorem quasi_optimality {P : E →ₗ[ℂ] E} {c : ℝ} (hP : ∀ z, P (P z) = P z) (h0 : P ≠ 0)
    (hc : ∀ z, ‖P z‖ ≤ c * ‖z‖) (x : E) {y : E} (hy : y ∈ LinearMap.range P) :
    ‖x - P x‖ ≤ c * ‖x - y‖ := by
  obtain ⟨t, rfl⟩ := hy
  -- the complementary projector does not see the trial vector
  have h := complement_bound hP h0 hc (x - P t)
  rw [P.map_sub, hP, sub_sub_sub_cancel_right] at h
  exact h

/-- For a projector that is neither zero nor the identity, a constant is valid in the
quasi-optimality estimate exactly when it bounds the projector. -/
theorem quasi_optimality_iff {P : E →ₗ[ℂ] E} (hP : ∀ z, P (P z) = P z) (h0 : P ≠ 0)
    (h1 : P ≠ LinearMap.id) (c : ℝ) :
    (∀ x, ∀ y ∈ LinearMap.range P, ‖x - P x‖ ≤ c * ‖x - y‖) ↔ ∀ z, ‖P z‖ ≤ c * ‖z‖ := by
  constructor
  · intro h z
    -- the trial vector zero bounds the complement; then exchange the two projectors
    have hb : ∀ x, ‖(LinearMap.id - P) x‖ ≤ c * ‖x‖ := fun x => by
      simpa using h x 0 (Submodule.zero_mem _)
    have hi : ∀ x, (LinearMap.id - P) ((LinearMap.id - P) x) = (LinearMap.id - P) x :=
      fun x => by simp [hP]
    have hz := complement_bound hi (sub_ne_zero.mpr (Ne.symm h1)) hb z
    simpa using hz
  · intro hc x y hy
    exact quasi_optimality hP h0 hc x hy

end

end ObliqueProjector
```

Messages:

```
Main.lean:87:20: error: Function expected at
  LinearMap.id - P
but this term has type
  ?m.106

Note: Expected a function because this term is being applied to the argument
  x
Main.lean:88:6: error: Type mismatch: After simplification, term
  h x 0 (Submodule.zero_mem P.range)
 has type
  ‖x - P x‖ ≤ c * ‖x‖
but is expected to have type
  ‖?m.86‖ ≤ c * ‖x‖
```

What went wrong. The first message concerns `(LinearMap.id - P) x` in the statement of `hb`. `LinearMap.id` is written without saying on which space it acts, and when Lean comes to apply the difference to `x`, the type of the difference is still the unknown `?m.106`. Lean therefore cannot tell that it is a linear map, which may be applied to a vector.

The second message follows from the first. The hypothesis `h` at y = 0 does simplify to the wanted bound on `‖x - P x‖`, but the goal has a placeholder, `?m.86`, where the failed expression should stand, so the two do not match.

The repair writes `(LinearMap.id : E →ₗ[ℂ] E)`. Both terms of the subtraction are now known to be linear maps from `E` to itself, so their difference is one too and can be applied to `x`. The statement of `hi` contains the same untyped difference, and although no message names it, it gets the same annotation. Writing `x : E` only makes the type of the vector explicit, and the new line break in `hi` is tidying.

Lean accepts the file once it reads:

```diff
@@ -85,8 +85,8 @@
   · intro h z
     -- the trial vector zero bounds the complement; then exchange the two projectors
-    have hb : ∀ x, ‖(LinearMap.id - P) x‖ ≤ c * ‖x‖ := fun x => by
+    have hb : ∀ x : E, ‖((LinearMap.id : E →ₗ[ℂ] E) - P) x‖ ≤ c * ‖x‖ := fun x => by
       simpa using h x 0 (Submodule.zero_mem _)
-    have hi : ∀ x, (LinearMap.id - P) ((LinearMap.id - P) x) = (LinearMap.id - P) x :=
-      fun x => by simp [hP]
+    have hi : ∀ x : E, ((LinearMap.id : E →ₗ[ℂ] E) - P) (((LinearMap.id : E →ₗ[ℂ] E) - P) x)
+        = ((LinearMap.id : E →ₗ[ℂ] E) - P) x := fun x => by simp [hP]
     have hz := complement_bound hi (sub_ne_zero.mpr (Ne.symm h1)) hb z
     simpa using hz
```
